# For given error vectors, all norm-minimising DIIS coefficients give the same residual

Coefficients in DIIS (direct inversion in the iterative subspace) are judged here by what they achieve, not by how they were computed. They count as optimal if they sum to one and no other real coefficients summing to one give a shorter residual. This definition involves no matrix inversion, so it still makes sense when the error vectors are linearly dependent and the DIIS matrix may be singular.

The error vectors \(e_i\) form a finite family in a real inner product space \(E\), which may have infinite dimension. In a self-consistent-field calculation they could be real commutator matrices with the trace inner product. If the stored error vectors are exactly dependent, the result says that in exact arithmetic every optimal choice of coefficients predicts the same residual.

In Lean, `ι` is the finite set of labels for the stored iterations, and `e : ι → E` assigns an error vector to each.

```lean
import Mathlib

open Finset

namespace DIISResidualUniqueness

noncomputable section

variable {E ι : Type*} [NormedAddCommGroup E] [InnerProductSpace ℝ E] [Fintype ι]
```

## The residual and its minimisers

For coefficients \(c_i\), the extrapolated residual is

\[ r(c)=\sum_i c_i e_i . \]

```lean
/-- The extrapolated DIIS residual `∑ c_i e_i` built from error vectors `e` and
coefficients `c`. -/
def residual (e : ι → E) (c : ι → ℝ) : E := ∑ i, c i • e i
```

Call \(d\) admissible if \(\sum_i d_i=1\). A minimiser is an admissible \(c\) with \(\|r(c)\|\le\|r(d)\|\) for every admissible \(d\). Negative coefficients are allowed.

```lean
/-- The coefficients `c` sum to one and give the smallest residual norm among all
coefficients that sum to one. -/
def IsDIISMinimiser (e : ι → E) (c : ι → ℝ) : Prop :=
  ∑ i, c i = 1 ∧ ∀ d : ι → ℝ, ∑ i, d i = 1 → ‖residual e c‖ ≤ ‖residual e d‖
```

The existence of a minimiser is not proved in general here. The agreement between minimisers concerns the residual only: the extrapolated Fock matrix \(\sum_i c_iF_i\) is a different combination, and it can still depend on which minimiser is chosen.

## Minimality along a line gives orthogonality

Let \(c\) and \(d\) be two sets of coefficients and \(t\) a real number. By linearity,

\[ \sum_i\bigl(c_i+t(d_i-c_i)\bigr)e_i = r(c)+t\,\bigl(r(d)-r(c)\bigr). \]

```lean
/-- Moving the coefficients from `c` towards `d` moves the residual along a straight line. -/
theorem residual_line (e : ι → E) (c d : ι → ℝ) (t : ℝ) :
    residual e (fun i => c i + t * (d i - c i)) =
      residual e c + t • (residual e d - residual e c) := by
  simp only [residual, add_smul, mul_smul, sub_smul, sum_add_distrib, ← smul_sum,
    sum_sub_distrib]
```

Now let \(c\) be a minimiser and \(d\) admissible. The coefficients on the line remain admissible, because their sum is \(1+t(1-1)=1\). Write \(v=r(d)-r(c)\) and \(a=\langle r(c),v\rangle\). Minimality gives, for every \(t\),

\[ \|r(c)\|^2\le\|r(c)+tv\|^2=\|r(c)\|^2+2ta+t^2\|v\|^2, \]

and hence \(0\le 2ta+t^2\|v\|^2\).

Suppose \(a\neq0\). Put \(s=1/(\|v\|^2+1)\), so that \(s\|v\|^2=1-s\), and take \(t=-as\). Then

\[ 2ta+t^2\|v\|^2=-2a^2s+a^2s(1-s)=-a^2s(1+s)<0, \]

which is a contradiction. So \(a=0\): the optimal residual is orthogonal to every change that the constraint allows.

```lean
/-- The optimal residual is orthogonal to every change of the residual that the
constraint allows. -/
theorem residual_orthogonal {e : ι → E} {c d : ι → ℝ} (hc : IsDIISMinimiser e c)
    (hd : ∑ i, d i = 1) :
    inner ℝ (residual e c) (residual e d - residual e c) = 0 := by
  set v := residual e d - residual e c with hv
  set a := inner ℝ (residual e c) v with ha
  -- minimality along the line through `c` and `d`
  have h : ∀ t : ℝ, 0 ≤ 2 * t * a + t ^ 2 * ‖v‖ ^ 2 := by
    intro t
    have hsum : ∑ i, (c i + t * (d i - c i)) = 1 := by
      rw [sum_add_distrib, ← mul_sum, sum_sub_distrib, hc.1, hd]
      ring
    have h1 := pow_le_pow_left₀ (norm_nonneg _) (hc.2 _ hsum) 2
    rw [residual_line, ← hv, norm_add_sq_real, real_inner_smul_right, norm_smul, mul_pow,
      Real.norm_eq_abs, sq_abs, ← ha] at h1
    linarith
  by_contra hne
  -- a short step against the slope would lower the norm
  have hb : 0 < ‖v‖ ^ 2 + 1 := by positivity
  obtain ⟨s, hs0, hs⟩ : ∃ s : ℝ, 0 < s ∧ s * (‖v‖ ^ 2 + 1) = 1 :=
    ⟨(‖v‖ ^ 2 + 1)⁻¹, inv_pos.mpr hb, inv_mul_cancel₀ hb.ne'⟩
  have key : 2 * (-a * s) * a + (-a * s) ^ 2 * ‖v‖ ^ 2 = -(a ^ 2 * s * (1 + s)) := by
    linear_combination (a ^ 2 * s) * hs
  have hpos : 0 < a ^ 2 * s * (1 + s) :=
    mul_pos (mul_pos (sq_pos_of_ne_zero hne) hs0) (by linarith)
  have h2 := h (-a * s)
  linarith
```

In the proof, `h` is the inequality for all \(t\), and `key` is the evaluation at \(t=-as\), which `linear_combination` derives from the defining equation of \(s\). The added 1 in the denominator means that \(v=0\) needs no separate treatment.

## The excess in squared norm is a squared distance

Since \(r(d)=r(c)+v\) and the cross term vanishes,

\[ \|r(d)\|^2=\|r(c)\|^2+\|r(d)-r(c)\|^2 . \]

```lean
/-- The squared norm of any admissible residual exceeds the optimal one by the squared
distance between the two residuals. -/
theorem residual_pythagoras {e : ι → E} {c d : ι → ℝ} (hc : IsDIISMinimiser e c)
    (hd : ∑ i, d i = 1) :
    ‖residual e d‖ ^ 2 = ‖residual e c‖ ^ 2 + ‖residual e d - residual e c‖ ^ 2 := by
  have h := norm_add_sq_real (residual e c) (residual e d - residual e c)
  rw [add_sub_cancel, residual_orthogonal hc hd] at h
  linarith
```

If \(d\) is a minimiser too, then \(\|r(d)\|\le\|r(c)\|\), because \(c\) is admissible. The identity then forces \(\|r(d)-r(c)\|^2\le0\), so \(r(d)=r(c)\).

```lean
/-- Any two DIIS minimisers give the same extrapolated residual vector, whether or not the
error vectors are linearly independent. -/
theorem residual_unique {e : ι → E} {c d : ι → ℝ} (hc : IsDIISMinimiser e c)
    (hd : IsDIISMinimiser e d) : residual e c = residual e d := by
  have h1 := residual_pythagoras hc hd.1
  have h2 := pow_le_pow_left₀ (norm_nonneg _) (hd.2 c hc.1) 2
  have h3 : ‖residual e d - residual e c‖ ^ 2 = 0 :=
    le_antisymm (by linarith) (sq_nonneg _)
  exact (sub_eq_zero.mp (norm_eq_zero.mp ((pow_eq_zero_iff two_ne_zero).mp h3))).symm
```

The hypotheses `hc` and `hd` say that both sets of coefficients are minimisers, and the conclusion is an equality of vectors in `E`, not merely of norms. In the proof, `h1` is the Pythagorean identity, `h2` the squared comparison of norms, and `h3` the vanishing distance.

With a single error vector \(e_0\), the constraint leaves only \(c_0=1\), and the residual is \(e_0\). With no error vectors the empty sum is zero, so no coefficients are admissible and there are no minimisers to compare.

The result can fail for a norm that does not come from an inner product. Take \(\mathbb R^2\) with the maximum norm, \(e_0=(-1,1)\) and \(e_1=(1,1)\). Every admissible residual is \((c_1-c_0,\,1)\), whose norm is at least 1. The coefficients \((1,0)\) and \((0,1)\) both reach this minimum, yet their residuals \(e_0\) and \(e_1\) differ.

## Pulay's equations select the same coefficients

Let \(B_{ij}=\langle e_i,e_j\rangle\), and suppose that \(\sum_jB_{ij}c_j=\mu\) for every \(i\). The constant \(\mu\) is the Lagrange multiplier of the sum constraint when \(\tfrac12\|r(c)\|^2\) is minimised, written on the right-hand side. The equations say that \(\langle e_i,r(c)\rangle=\mu\). For admissible \(d\), multiplying by \(d_i\) and summing gives

\[ \langle r(d),r(c)\rangle=\mu\sum_i d_i=\mu . \]

```lean
/-- If `c` solves Pulay's equations with multiplier `μ`, every admissible residual has inner
product `μ` with the residual of `c`. -/
theorem inner_residual_of_pulay {e : ι → E} {c d : ι → ℝ} {μ : ℝ}
    (h : ∀ i, ∑ j, inner ℝ (e i) (e j) * c j = μ) (hd : ∑ i, d i = 1) :
    inner ℝ (residual e d) (residual e c) = μ := by
  have h' : ∀ i, inner ℝ (e i) (residual e c) = μ := by
    intro i
    rw [← h i, residual, inner_sum]
    exact sum_congr rfl fun j _ => by rw [real_inner_smul_right, mul_comm]
  change inner ℝ (∑ i, d i • e i) (residual e c) = μ
  rw [sum_inner]
  simp only [real_inner_smul_left, h']
  rw [← sum_mul, hd, one_mul]
```

This step does not need \(c\) itself to be normalised. If it is, the choice \(d=c\) shows that \(\mu=\|r(c)\|^2\), which is the value used in the next theorem.

Let \(c\) be a minimiser. Compare it with the admissible coefficients that put weight one on a single \(e_i\). Their residual is \(e_i\), so orthogonality gives \(\langle r(c),e_i-r(c)\rangle=0\), that is,

\[ \sum_jB_{ij}c_j=\langle e_i,r(c)\rangle=\|r(c)\|^2 . \]

Conversely, let \(c\) be admissible and satisfy these equations. For any admissible \(d\),

\[ 0\le\|r(d)-r(c)\|^2=\|r(d)\|^2-2\|r(c)\|^2+\|r(c)\|^2=\|r(d)\|^2-\|r(c)\|^2, \]

so \(c\) is a minimiser.

```lean
/-- Coefficients are DIIS minimisers exactly when they sum to one and solve Pulay's equations
`∑ B_ij c_j = μ` with `B_ij = ⟨e_i, e_j⟩` and `μ` the squared norm of the residual. -/
theorem isDIISMinimiser_iff_pulay (e : ι → E) (c : ι → ℝ) :
    IsDIISMinimiser e c ↔ ∑ i, c i = 1 ∧
      ∀ i, ∑ j, inner ℝ (e i) (e j) * c j = ‖residual e c‖ ^ 2 := by
  classical
  constructor
  · intro hc
    refine ⟨hc.1, fun i => ?_⟩
    -- compare with the single error vector `e i`
    have hs : ∑ j, (Pi.single i 1 : ι → ℝ) j = 1 := by simp [Pi.single_apply]
    have hr : residual e (Pi.single i 1) = e i := by simp [residual, Pi.single_apply]
    have h := residual_orthogonal hc hs
    rw [hr, inner_sub_right, real_inner_self_eq_norm_sq, real_inner_comm] at h
    rw [← sub_eq_zero.mp h, residual, inner_sum]
    exact sum_congr rfl fun j _ => by rw [real_inner_smul_right, mul_comm]
  · rintro ⟨hc, h⟩
    refine ⟨hc, fun d hd => ?_⟩
    have h1 := norm_sub_sq_real (residual e d) (residual e c)
    rw [inner_residual_of_pulay h hd] at h1
    have h2 := sq_nonneg ‖residual e d - residual e c‖
    exact (pow_le_pow_iff_left₀ (norm_nonneg _) (norm_nonneg _) two_ne_zero).mp
      (by linarith)
```

In the first direction `Pi.single i 1` is the set of coefficients with weight one on \(e_i\). The second direction obtains the inner product from the preceding lemma. \(B\) is not assumed invertible in either direction.

## How far the coefficients can vary

Fix a minimiser \(c\). Any other minimiser is admissible and has residual \(r(c)\), by uniqueness. Conversely, admissible coefficients with residual \(r(c)\) have the same minimal norm, so they are minimisers.

```lean
/-- Once one minimiser `c` is known, the minimisers are exactly the admissible coefficients
with the same residual as `c`. -/
theorem isDIISMinimiser_iff_residual_eq {e : ι → E} {c : ι → ℝ} (hc : IsDIISMinimiser e c)
    (d : ι → ℝ) :
    IsDIISMinimiser e d ↔ ∑ i, d i = 1 ∧ residual e d = residual e c :=
  ⟨fun hd => ⟨hd.1, residual_unique hd hc⟩,
    fun h => ⟨h.1, fun f hf => by rw [h.2]; exact hc.2 f hf⟩⟩
```

The remaining freedom is therefore a change \(w=d-c\) with

\[ \sum_i w_i=0,\qquad \sum_i w_ie_i=0 . \]

If such a \(w\) is nonzero, \(c+w\) is a second minimiser. If only \(w=0\) qualifies, \(c\) is the only one.

```lean
/-- A DIIS minimiser is the only one exactly when no nonzero coefficients with zero sum
combine the error vectors to zero. -/
theorem coefficients_unique_iff {e : ι → E} {c : ι → ℝ} (hc : IsDIISMinimiser e c) :
    (∀ d, IsDIISMinimiser e d → d = c) ↔
      ∀ w : ι → ℝ, ∑ i, w i = 0 → residual e w = 0 → w = 0 := by
  constructor
  · intro h w hw hr
    have hmin : IsDIISMinimiser e (c + w) := by
      rw [isDIISMinimiser_iff_residual_eq hc]
      constructor
      · simp only [Pi.add_apply, sum_add_distrib, hc.1, hw, add_zero]
      · have hadd : residual e (c + w) = residual e c + residual e w := by
          simp only [residual, Pi.add_apply, add_smul, sum_add_distrib]
        rw [hadd, hr, add_zero]
    exact add_eq_left.mp (h _ hmin)
  · intro h d hd
    refine sub_eq_zero.mp (h (d - c) ?_ ?_)
    · simp only [Pi.sub_apply, sum_sub_distrib, hd.1, hc.1, sub_self]
    · have hsub : residual e (d - c) = residual e d - residual e c := by
        simp only [residual, Pi.sub_apply, sub_smul, sum_sub_distrib]
      rw [hsub, residual_unique hd hc, sub_self]
```

The two halves of the proof add `w` to `c` and subtract `c` from `d`, using the linearity of the residual each time. The condition on \(w\) is affine independence of the error vectors, which is weaker than linear independence. For instance, two error vectors \(e_0\neq0\) and \(e_1=2e_0\) are linearly dependent, but they still determine the coefficients uniquely.

## Three error vectors with endpoints on one line

Let \(\mathrm i\) be the imaginary unit, and regard the complex plane as a two-dimensional real space. The error vectors below are collinear as points: they lie on one line, which misses the origin, and no two of them are parallel. Take

\[ e_0=\mathrm i-1,\qquad e_1=\mathrm i,\qquad e_2=\mathrm i+1 . \]

```lean
/-- Three collinear error vectors in the complex plane, regarded as a real space. -/
def collinearErrors : Fin 3 → ℂ := ![Complex.I - 1, Complex.I, Complex.I + 1]
```

For admissible \(d\),

\[ r(d)=(d_2-d_0)+\mathrm i\,(d_0+d_1+d_2)=(d_2-d_0)+\mathrm i, \]

so \(\|r(d)\|\ge1\). The coefficients \((0,1,0)\) and \((\tfrac12,0,\tfrac12)\) both give \(r=\mathrm i\), which has norm 1, so both are minimisers. They differ by \(w=(\tfrac12,-1,\tfrac12)\), which has zero sum and zero residual. The shared residual is nonzero, so the agreement does not come from an exact cancellation of the error.

```lean
/-- For the collinear error vectors, the coefficients `(0, 1, 0)` and `(1/2, 0, 1/2)` are both
minimisers, and both give the residual `i`. -/
theorem collinearErrors_witness :
    IsDIISMinimiser collinearErrors ![0, 1, 0] ∧
    IsDIISMinimiser collinearErrors ![1 / 2, 0, 1 / 2] ∧
    residual collinearErrors ![0, 1, 0] = Complex.I ∧
    residual collinearErrors ![1 / 2, 0, 1 / 2] = Complex.I := by
  -- every admissible residual has norm at least one, because its imaginary part is one
  have key : ∀ d : Fin 3 → ℝ, ∑ i, d i = 1 → 1 ≤ ‖residual collinearErrors d‖ := by
    intro d hd
    rw [Fin.sum_univ_three] at hd
    have him : (residual collinearErrors d).im = 1 := by
      simp [residual, collinearErrors, Fin.sum_univ_three]
      linarith
    have h := Complex.abs_im_le_norm (residual collinearErrors d)
    rwa [him, abs_one] at h
  have h1 : residual collinearErrors ![0, 1, 0] = Complex.I := by
    simp [residual, collinearErrors, Fin.sum_univ_three]
  have h2 : residual collinearErrors ![1 / 2, 0, 1 / 2] = Complex.I := by
    apply Complex.ext <;> simp [residual, collinearErrors, Fin.sum_univ_three]
    norm_num
  refine ⟨⟨?_, fun d hd => ?_⟩, ⟨?_, fun d hd => ?_⟩, h1, h2⟩
  · rw [Fin.sum_univ_three]
    change (0 : ℝ) + 1 + 0 = 1
    norm_num
  · rw [h1, Complex.norm_I]
    exact key d hd
  · rw [Fin.sum_univ_three]
    change (1 / 2 : ℝ) + 0 + 1 / 2 = 1
    norm_num
  · rw [h2, Complex.norm_I]
    exact key d hd

end

end DIISResidualUniqueness
```

Here `key` is the lower bound, obtained from the fact that the norm of a complex number is at least the absolute value of its imaginary part. The facts `h1` and `h2` evaluate the two residuals, and the remaining goals check the coefficient sums and apply the bound.

```lean
#print axioms DIISResidualUniqueness.residual_unique
-- 'DIISResidualUniqueness.residual_unique' depends on axioms: [propext, Classical.choice, Quot.sound]
#print axioms DIISResidualUniqueness.isDIISMinimiser_iff_pulay
-- 'DIISResidualUniqueness.isDIISMinimiser_iff_pulay' depends on axioms: [propext, Classical.choice, Quot.sound]
#print axioms DIISResidualUniqueness.coefficients_unique_iff
-- 'DIISResidualUniqueness.coefficients_unique_iff' depends on axioms: [propext, Classical.choice, Quot.sound]
```
